# The normalised discrete Fourier transform squares to parity, and its eigenvalues lie in {1, −1, i, −i}

For an integer \(N\ge 1\) and labels \(j,k\) taken modulo \(N\), let \(F_{jk}=e^{-2\pi i jk/N}/\sqrt N\) be the discrete Fourier transform, and let \(P\) be the parity matrix, with \(P_{jk}=1\) if \(k=-j\) and \(0\) otherwise. The Lean file below proves that \(F^2=P\) and \(F^4=1\), that every eigenvalue of \(F\) is one of \(1,-1,i,-i\), and that all four occur when \(N\ge 5\).

```lean
import Mathlib

open Matrix Complex

namespace DiscreteFourierSpectrum

noncomputable section

/-- The discrete Fourier transform on a ring of `N` sites, with entries
`exp(-2πi jk/N)/√N`. -/
def dft (N : ℕ) [NeZero N] : Matrix (ZMod N) (ZMod N) ℂ :=
  Matrix.of fun j k =>
    Complex.exp (-(2 * Real.pi * I * j.val * k.val / N)) / (Real.sqrt N : ℂ)

/-- The parity permutation matrix, which exchanges the sites `j` and `-j`. -/
def parity (N : ℕ) : Matrix (ZMod N) (ZMod N) ℂ :=
  Matrix.of fun j k => if k = -j then 1 else 0

variable {N : ℕ} [NeZero N]

/-- The entries of the Fourier matrix are values of the standard character of the ring of
sites, divided by `√N`. -/
theorem dft_apply (j k : ZMod N) :
    dft N j k = ZMod.stdAddChar (-(j * k)) / (Real.sqrt N : ℂ) := by
  have h : -(j * k) = ((-((j.val : ℤ) * (k.val : ℤ)) : ℤ) : ZMod N) := by simp
  rw [h, ZMod.stdAddChar_coe]
  simp only [dft, Matrix.of_apply]
  congr 2
  push_cast
  ring

/-- Two successive Fourier transforms are the parity operation. -/
theorem dft_sq : dft N ^ 2 = parity N := by
  ext j l
  have hN : (Real.sqrt N : ℂ) * (Real.sqrt N : ℂ) = N := by
    rw [← Complex.ofReal_mul, Real.mul_self_sqrt (Nat.cast_nonneg N)]
    simp
  have hN0 : (N : ℂ) ≠ 0 := Nat.cast_ne_zero.mpr (NeZero.ne N)
  have hterm : ∀ k, dft N j k * dft N k l = ZMod.stdAddChar (k * (-(j + l))) / (N : ℂ) := by
    intro k
    rw [dft_apply, dft_apply, div_mul_div_comm, hN, ← AddChar.map_add_eq_mul]
    congr 2
    ring
  -- orthogonality of characters leaves only the site opposite to `j`
  rw [pow_two, Matrix.mul_apply, Finset.sum_congr rfl (fun k _ => hterm k), ← Finset.sum_div,
    AddChar.sum_mulShift _ (ZMod.isPrimitive_stdAddChar N), ZMod.card]
  by_cases h : l = -j
  · simp [parity, h, hN0]
  · have h' : -(j + l) ≠ 0 := fun h0 => h (by linear_combination -h0)
    simp only [if_neg h', parity, Matrix.of_apply, if_neg h]
    simp

/-- Transforming a lattice function twice gives the function reflected through the origin. -/
theorem dft_sq_mulVec (f : ZMod N → ℂ) : (dft N ^ 2) *ᵥ f = fun j => f (-j) := by
  ext j
  rw [dft_sq]
  simp [parity, Matrix.mulVec, dotProduct]

/-- Four successive Fourier transforms are the identity. -/
theorem dft_pow_four : dft N ^ 4 = 1 := by
  have e : dft N ^ 4 = dft N ^ 2 * dft N ^ 2 := pow_add (dft N) 2 2
  rw [e, dft_sq]
  ext j l
  simp only [Matrix.mul_apply, parity, Matrix.of_apply, ite_mul, one_mul, zero_mul,
    Finset.sum_ite_eq', Finset.mem_univ, if_true, neg_neg, Matrix.one_apply]
  exact if_congr eq_comm rfl rfl

/-- Every eigenvalue of the discrete Fourier transform is one of `1, -1, i, -i`. -/
theorem eigenvalue_mem {μ : ℂ} {f : ZMod N → ℂ} (hf : f ≠ 0) (h : dft N *ᵥ f = μ • f) :
    μ = 1 ∨ μ = -1 ∨ μ = I ∨ μ = -I := by
  have h2 : (dft N ^ 2) *ᵥ f = μ ^ 2 • f := by
    rw [pow_two, ← Matrix.mulVec_mulVec, h, Matrix.mulVec_smul, h, smul_smul, pow_two]
  have e : dft N ^ 4 = dft N ^ 2 * dft N ^ 2 := pow_add (dft N) 2 2
  have h4 : (dft N ^ 4) *ᵥ f = μ ^ 4 • f := by
    rw [e, ← Matrix.mulVec_mulVec, h2, Matrix.mulVec_smul, h2, smul_smul]
    congr 1
    ring
  rw [dft_pow_four, Matrix.one_mulVec] at h4
  obtain ⟨j, hj⟩ := Function.ne_iff.mp hf
  have hj' : f j ≠ 0 := hj
  have h5 : f j = μ ^ 4 * f j := congrFun h4 j
  have h6 : μ ^ 4 = 1 := mul_right_cancel₀ hj' (by rw [one_mul]; exact h5.symm)
  -- factor `μ ^ 4 - 1` over the complex numbers
  have h7 : (μ - 1) * ((μ + 1) * ((μ - I) * (μ + I))) = 0 := by
    linear_combination h6 - (μ ^ 2 - 1) * Complex.I_sq
  simp only [mul_eq_zero] at h7
  rcases h7 with h | h | h | h
  · exact Or.inl (sub_eq_zero.mp h)
  · exact Or.inr (Or.inl (eq_neg_of_add_eq_zero_left h))
  · exact Or.inr (Or.inr (Or.inl (sub_eq_zero.mp h)))
  · exact Or.inr (Or.inr (Or.inr (eq_neg_of_add_eq_zero_left h)))

/-- If reflection multiplies `f` by `μ²`, then the combination `F f + μ f` is multiplied by `μ`
under the Fourier transform `F`. -/
theorem dft_mulVec_combination (f : ZMod N → ℂ) (μ : ℂ) (hf : ∀ j, f (-j) = μ ^ 2 * f j) :
    dft N *ᵥ (dft N *ᵥ f + μ • f) = μ • (dft N *ᵥ f + μ • f) := by
  have hsq : (dft N ^ 2) *ᵥ f = μ ^ 2 • f := by
    rw [dft_sq_mulVec]
    exact funext hf
  rw [Matrix.mulVec_add, Matrix.mulVec_mulVec, ← pow_two, hsq, Matrix.mulVec_smul, smul_add,
    smul_smul, ← pow_two, add_comm]

/-- On at least two sites, each `μ` with `μ² = 1` is an eigenvalue of the Fourier transform. -/
theorem exists_even_eigenvector (hN : 2 ≤ N) {μ : ℂ} (hμ : μ ^ 2 = 1) :
    ∃ f : ZMod N → ℂ, f ≠ 0 ∧ dft N *ᵥ f = μ • f := by
  have hs : (Real.sqrt N : ℂ) ≠ 0 :=
    Complex.ofReal_ne_zero.mpr (Real.sqrt_ne_zero'.mpr (Nat.cast_pos.mpr (by omega)))
  have hne : (1 : ZMod N) ≠ 0 := by
    intro h
    have hd := (CharP.cast_eq_zero_iff (ZMod N) N 1).mp (by simpa using h)
    have := Nat.le_of_dvd one_pos hd
    omega
  -- start from a delta function at the origin
  refine ⟨_, ?_, dft_mulVec_combination (Pi.single (0 : ZMod N) (1 : ℂ)) μ ?_⟩
  · intro h0
    have h1 := congrFun h0 1
    have e : (dft N *ᵥ Pi.single (0 : ZMod N) (1 : ℂ)) 1 = dft N 1 0 := by simp
    rw [Pi.add_apply, e, Pi.smul_apply, Pi.single_eq_of_ne hne, smul_zero, add_zero, dft_apply,
      mul_zero, neg_zero, AddChar.map_zero_eq_one] at h1
    exact div_ne_zero one_ne_zero hs h1
  · intro j
    simp [Pi.single_apply, hμ]

/-- On at least five sites, each `μ` with `μ² = -1` is an eigenvalue of the Fourier transform. -/
theorem exists_odd_eigenvector (hN : 5 ≤ N) {μ : ℂ} (hμ : μ ^ 2 = -1) :
    ∃ f : ZMod N → ℂ, f ≠ 0 ∧ dft N *ᵥ f = μ • f := by
  have hs : (Real.sqrt N : ℂ) ≠ 0 :=
    Complex.ofReal_ne_zero.mpr (Real.sqrt_ne_zero'.mpr (Nat.cast_pos.mpr (by omega)))
  have hne : ∀ m : ℕ, 0 < m → m < 5 → (m : ZMod N) ≠ 0 := by
    intro m h0 h5 h
    have := Nat.le_of_dvd h0 ((CharP.cast_eq_zero_iff (ZMod N) N m).mp h)
    omega
  have h21 : (2 : ZMod N) ≠ 1 := fun h =>
    hne 1 (by norm_num) (by norm_num) (by push_cast; linear_combination h)
  have h23 : (2 : ZMod N) ≠ -1 := fun h =>
    hne 3 (by norm_num) (by norm_num) (by push_cast; linear_combination h)
  -- start from opposite delta functions at the sites `1` and `-1`
  refine ⟨_, ?_, dft_mulVec_combination
    (Pi.single (1 : ZMod N) (1 : ℂ) - Pi.single (-1 : ZMod N) (1 : ℂ)) μ ?_⟩
  · intro h0
    have h1 := congrFun h0 2
    have e : (dft N *ᵥ (Pi.single (1 : ZMod N) (1 : ℂ) - Pi.single (-1 : ZMod N) (1 : ℂ))) 2
        = dft N 2 1 - dft N 2 (-1) := by
      simp [Matrix.mulVec_sub]
    rw [Pi.add_apply, e, Pi.smul_apply, Pi.sub_apply, Pi.single_eq_of_ne h21,
      Pi.single_eq_of_ne h23, sub_zero, smul_zero, add_zero, dft_apply, dft_apply,
      ← sub_div] at h1
    have h2 := (div_eq_zero_iff.mp h1).resolve_right hs
    have h3 := ZMod.injective_stdAddChar (sub_eq_zero.mp h2)
    exact hne 4 (by norm_num) (by norm_num) (by push_cast; linear_combination -h3)
  · intro j
    simp only [Pi.sub_apply, Pi.single_apply, hμ, neg_eq_iff_eq_neg, neg_neg]
    ring

/-- On a ring of at least five sites, the eigenvalues of the discrete Fourier transform are
exactly `1, -1, i, -i`. -/
theorem eigenvalue_iff (hN : 5 ≤ N) (μ : ℂ) :
    (∃ f : ZMod N → ℂ, f ≠ 0 ∧ dft N *ᵥ f = μ • f) ↔
      μ = 1 ∨ μ = -1 ∨ μ = I ∨ μ = -I := by
  constructor
  · rintro ⟨f, hf, h⟩
    exact eigenvalue_mem hf h
  · rintro (rfl | rfl | rfl | rfl)
    · exact exists_even_eigenvector (by omega) (by norm_num)
    · exact exists_even_eigenvector (by omega) (by norm_num)
    · exact exists_odd_eigenvector hN Complex.I_sq
    · exact exists_odd_eigenvector hN (by rw [neg_sq, Complex.I_sq])

/-- On four sites, `i` is not an eigenvalue of the Fourier transform: only the zero function
satisfies the eigenvalue equation. -/
theorem four_sites_no_I (f : ZMod 4 → ℂ) (h : dft 4 *ᵥ f = I • f) : f = 0 := by
  -- a solution is odd, hence fixed by its value at site `1`
  have odd : ∀ j, f (-j) = -f j := by
    intro j
    have h2 : (dft 4 ^ 2) *ᵥ f = (I * I) • f := by
      rw [pow_two, ← Matrix.mulVec_mulVec, h, Matrix.mulVec_smul, h, smul_smul]
    rw [dft_sq_mulVec] at h2
    simpa using congrFun h2 j
  have f0 : f 0 = 0 := by
    have h0 := odd 0
    rw [neg_zero] at h0
    linear_combination h0 / 2
  have f2 : f 2 = 0 := by
    have h0 := odd 2
    rw [show (-2 : ZMod 4) = 2 by decide] at h0
    linear_combination h0 / 2
  have f3 : f 3 = -f 1 := by
    have h0 := odd 1
    rwa [show (-1 : ZMod 4) = 3 by decide] at h0
  have hψ : ZMod.stdAddChar (1 : ZMod 4) = I := by
    have h0 := ZMod.stdAddChar_coe (N := 4) 1
    rw [Int.cast_one] at h0
    rw [h0]
    calc _ = Complex.exp (Real.pi / 2 * I) := by
          congr 1
          push_cast
          ring
      _ = I := by
          rw [Complex.exp_mul_I, Complex.cos_pi_div_two, Complex.sin_pi_div_two]
          simp
  have hs : (Real.sqrt ((4 : ℕ) : ℝ) : ℂ) = 2 := by
    have h0 : Real.sqrt ((4 : ℕ) : ℝ) = 2 := by
      rw [show ((4 : ℕ) : ℝ) = 2 ^ 2 by norm_num]
      exact Real.sqrt_sq (by norm_num)
    rw [h0]
    norm_num
  have a : dft 4 1 1 = -I / 2 := by
    rw [dft_apply, hs, mul_one, AddChar.map_neg_eq_inv, hψ, Complex.inv_I]
  have b : dft 4 1 3 = I / 2 := by
    rw [dft_apply, hs, show (-(1 * 3) : ZMod 4) = 1 by decide, hψ]
  have hsum : (dft 4 *ᵥ f) 1 =
      dft 4 1 0 * f 0 + dft 4 1 1 * f 1 + dft 4 1 2 * f 2 + dft 4 1 3 * f 3 := by
    have hu : (Finset.univ : Finset (ZMod 4)) = {0, 1, 2, 3} := by decide
    change ∑ k, dft 4 1 k * f k = _
    rw [hu, Finset.sum_insert, Finset.sum_insert, Finset.sum_insert, Finset.sum_singleton]
    · ring
    all_goals decide
  have h1 := congrFun h 1
  rw [hsum, f0, f2, f3, a, b, Pi.smul_apply, smul_eq_mul] at h1
  have h2 : I * f 1 = 0 := by linear_combination -h1 / 2
  have f1 : f 1 = 0 := (mul_eq_zero.mp h2).resolve_left Complex.I_ne_zero
  have hall : ∀ j : ZMod 4, j = 0 ∨ j = 1 ∨ j = 2 ∨ j = 3 := by decide
  funext j
  rcases hall j with rfl | rfl | rfl | rfl
  · exact f0
  · exact f1
  · exact f2
  · rw [f3, f1, neg_zero]
    rfl

end

end DiscreteFourierSpectrum
```

```lean
#print axioms DiscreteFourierSpectrum.eigenvalue_iff
-- 'DiscreteFourierSpectrum.eigenvalue_iff' depends on axioms: [propext, Classical.choice, Quot.sound]
#print axioms DiscreteFourierSpectrum.four_sites_no_I
-- 'DiscreteFourierSpectrum.four_sites_no_I' depends on axioms: [propext, Classical.choice, Quot.sound]
```

## Sites, crystal momenta and parity in Lean

The index type `ZMod N` is the ring of integers modulo \(N\), so the periodic boundary condition is built into the labels: site \(N\) is site \(0\), and \(-1\) is the last site, \(N-1\). The assumption `NeZero N` says that \(N\ne0\); it excludes `ZMod 0`, which in Mathlib is the infinite ring of integers. A lattice function is a map `f : ZMod N → ℂ`, and `dft N *ᵥ f` is the matrix \(F\) applied to it,

\[
(Ff)(j)=\frac{1}{\sqrt N}\sum_k e^{-2\pi i jk/N} f(k).
\]

In a Born–von Karman cell with lattice spacing \(d\), \(f(k)\) is the amplitude at position \(kd\), and \((Ff)(j)\) is the amplitude of the normalised plane wave with wavevector \(2\pi j/(Nd)\). An eigenvector of \(F\) is therefore a function whose momentum amplitudes repeat its site amplitudes up to a constant factor, once both are labelled by the same integers modulo \(N\).

In the definition `dft`, the exponent uses `j.val` and `k.val`, the representatives in \(0,\dots,N-1\). Any other representatives would give the same entry, since the exponential changes only by a factor \(e^{2\pi i m}=1\) with \(m\) an integer.

Two conventions matter. The factor \(1/\sqrt N\) is what makes \(F^2\) equal to \(P\); with an unnormalised forward transform, two applications give \(N\) times the reflected function. On rings of three or four sites exactly one of \(i\) and \(-i\) is missing, and the minus sign in the exponent decides which, because complex conjugation of \(F\) exchanges them. On one or two sites both are missing.

The theorems `dft_sq`, `dft_pow_four` and `eigenvalue_mem` hold for every \(N\ge1\). The last takes a nonzero `f` with `dft N *ᵥ f = μ • f` and returns the four possibilities for `μ`. For \(N\ge5\), `eigenvalue_iff` states the equivalence: such an `f` exists exactly when `μ` is one of the four numbers. Finally, `four_sites_no_I` says that on four sites the equation \(Ff=if\) has only the zero solution. The theorems do not give the multiplicities of the eigenvalues or an orthonormal eigenbasis, and they concern a finite ring, not the Fourier transform on the line.

For simulations on a finite periodic grid, \(F^2=P\) gives a simple test of a symmetrically normalised transform routine: two forward transforms must return the data reflected through the origin.

## Two transforms reflect the lattice

Write \(\chi(m)=e^{2\pi i m/N}\), which depends only on \(m\) modulo \(N\) and satisfies \(\chi(m+n)=\chi(m)\chi(n)\). Then \(F_{jk}=\chi(-jk)/\sqrt N\), and

\[
(F^2)_{jl}=\sum_k F_{jk}F_{kl}=\frac1N\sum_k \chi\bigl(-k(j+l)\bigr).
\]

If \(l=-j\), every term of the sum is \(1\) and the result is \(1\). Otherwise \(z=\chi(-(j+l))\) is different from \(1\) but satisfies \(z^N=1\), so the geometric sum \(\sum_{k=0}^{N-1}z^k=(z^N-1)/(z-1)\) vanishes. Hence \(F^2=P\). Reflecting twice restores every site, so \(F^4=P^2=1\).

In Lean, \(\chi\) is Mathlib's `ZMod.stdAddChar`, and `dft_apply` rewrites the matrix entries in terms of it. Within `dft_sq`, the auxiliary statement `hterm` combines the two factors as above, and `AddChar.sum_mulShift` supplies the orthogonality sum. The lemma `dft_sq_mulVec` restates the result for functions, \((F^2f)(j)=f(-j)\), and `dft_pow_four` multiplies the parity matrix by itself.

## Only four eigenvalues are possible

Let \(Ff=\mu f\) with \(f\ne0\). Applying \(F\) repeatedly gives \(f=F^4f=\mu^4f\). At a site where \(f(j)\ne0\) we may cancel \(f(j)\), so \(\mu^4=1\). Since \(i^2=-1\),

\[
\mu^4-1=(\mu-1)(\mu+1)(\mu-i)(\mu+i)=0,
\]

and one factor must vanish. The proof of `eigenvalue_mem` takes the same route: `h4` is the fourth-power equation, `h6` is \(\mu^4=1\), and `linear_combination` checks the factorisation.

Nonzero `f` is essential here, because \(f=0\) satisfies \(Ff=\mu f\) for every \(\mu\), for instance \(\mu=2\).

## Building an eigenvector for each value

Suppose that \(f(-j)=\mu^2f(j)\) for all \(j\), which means \(F^2f=\mu^2f\). Set \(v=Ff+\mu f\). Then

\[
Fv=F^2f+\mu Ff=\mu^2f+\mu Ff=\mu v.
\]

This is `dft_mulVec_combination`. It yields an eigenvector whenever \(v\ne0\), so what remains is to choose \(f\) and find a site where \(v\) does not vanish.

For \(\mu=\pm1\), \(f\) must be even. Take \(f=\delta_0\), equal to \(1\) at site \(0\) and \(0\) elsewhere. If \(N\ge2\), site \(1\) differs from site \(0\), so \(v(1)=F_{10}=1/\sqrt N\ne0\). This is the argument of `exists_even_eigenvector`. On one site \(F=1\), and \(-1\) is not an eigenvalue, so the bound \(N\ge2\) is needed.

For \(\mu=\pm i\), \(f\) must be odd. Take \(f=\delta_1-\delta_{-1}\). If \(N\ge5\), site \(2\) is neither \(1\) nor \(-1\), so \(f(2)=0\) and

\[
v(2)=F_{2,1}-F_{2,-1}=\frac{\chi(-2)-\chi(2)}{\sqrt N}.
\]

This vanishes only if \(\chi(-2)=\chi(2)\), that is, only if \(4\) is a multiple of \(N\), which is impossible for \(N\ge5\). In `exists_odd_eigenvector`, the statements `h21` and `h23` separate the sites, and `ZMod.injective_stdAddChar` turns equality of the characters into equality of their arguments. The theorem `eigenvalue_iff` then joins the two constructions to `eigenvalue_mem`.

## Five sites by hand

For \(N=5\) and \(f=\delta_1-\delta_{-1}\), the values at sites \(0,\dots,4\) are \((0,1,0,0,-1)\). With

\[
a=\frac{2\sin(2\pi/5)}{\sqrt5}\approx0.851,\qquad
b=\frac{2\sin(4\pi/5)}{\sqrt5}\approx0.526,
\]

the transform is \(Ff=-i\,(0,a,b,-b,-a)\), and \(a^2+b^2=1\). Adding \(if\) and dropping the common factor \(-i\) gives

\[
u=(0,\;a-1,\;b,\;-b,\;1-a).
\]

The eigenvalue equation can be checked at sites \(1\) and \(2\):

\[
(Fu)(1)=-i\bigl(a(a-1)+b^2\bigr)=-i(1-a)=i\,u(1),
\]
\[
(Fu)(2)=-i\bigl(b(a-1)-ab\bigr)=ib=i\,u(2).
\]

Sites \(3\) and \(4\) follow because \(u\) is odd, and at site \(0\) both sides are zero. Normalised to unit length, \(u\) is approximately \((0,-0.193,0.680,-0.680,0.193)\). The same construction with \(\mu=-i\) gives, up to a phase, \((0,0.680,0.193,-0.193,-0.680)\).

## The value i is missing on four sites

With \(N=4\) the odd construction breaks down for \(\mu=i\): for \(f=\delta_1-\delta_{-1}\) one finds \(Ff=-if\), so \(v=Ff+if=0\). No other choice helps. If \(Ff=if\), then \(f(-j)=(F^2f)(j)=-f(j)\), so \(f\) is odd. Sites \(0\) and \(2\) are their own reflections, which forces \(f(0)=f(2)=0\), and \(f(3)=-f(1)\). The eigenvalue equation at site \(1\) now reads

\[
i f(1)=-\frac i2 f(1)+\frac i2 f(3)=-i f(1),
\]

so \(f(1)=0\) and \(f\) vanishes everywhere. The equivalence in `eigenvalue_iff` therefore fails at \(N=4\), and its lower bound cannot be reduced to four.

The proof of `four_sites_no_I` follows these steps. The statement `odd` gives the reflection rule, `f0`, `f2` and `f3` record its consequences, and `a` and `b` evaluate the entries \(F_{11}=-i/2\) and \(F_{13}=i/2\). The sum over the four sites is then written out in `hsum`, and the equation at site \(1\) gives `f1`.
